# The generating function for the number of photons scattered before leakage to a dark state

In each absorption-emission cycle a fixed fraction `b` of the bright population returns and the rest goes to a dark state, from which nothing comes back. Starting with everything bright, the probability of exactly n returned photons before leakage is (1 − b)bⁿ, a reading that needs b between 0 and 1, though the theorem allows any real `b` and `z` with |bz| < 1. `generating_function` states that the series of these terms times zⁿ then converges to (1 − b)/(1 − bz). The attempt takes the geometric series in bz, multiplies it by 1 − b, and tries to match the result to the stated series with `convert`.

An attempt in Lean 4 with a fault in it:

```lean
import Mathlib

namespace PhotonCycling

noncomputable section

/-- One absorption-emission cycle acting on the pair (bright population, dark population):
a fraction `b` of the bright population returns, and the rest goes to the dark state. -/
def cycle (b : ℝ) (p : ℝ × ℝ) : ℝ × ℝ :=
  (b * p.1, p.2 + (1 - b) * p.1)

/-- The bright and dark populations after `n` cycles, starting with everything bright. -/
def populations (b : ℝ) : ℕ → ℝ × ℝ
  | 0 => (1, 0)
  | n + 1 => cycle b (populations b n)

/-- The probability that exactly `n` photons are scattered back before leakage:
the dark population gained in cycle `n + 1`. -/
def leakProb (b : ℝ) (n : ℕ) : ℝ :=
  (populations b (n + 1)).2 - (populations b n).2

/-- After `n` cycles the bright population is `b ^ n` and the dark population is
`1 - b ^ n`. -/
theorem populations_eq (b : ℝ) (n : ℕ) : populations b n = (b ^ n, 1 - b ^ n) := by
  induction n with
  | zero => simp [populations]
  | succ n ih =>
    rw [populations, ih, cycle]
    exact Prod.ext (by dsimp only; ring) (by dsimp only; ring)

/-- The probability of exactly `n` returned photons before leakage is `(1 - b) * b ^ n`. -/
theorem leakProb_eq (b : ℝ) (n : ℕ) : leakProb b n = (1 - b) * b ^ n := by
  simp only [leakProb, populations_eq]
  ring

/-- A series with the same terms as a convergent one has the same sum. -/
theorem hasSum_of_eq {f g : ℕ → ℝ} {a c : ℝ} (h : HasSum f a)
    (hf : ∀ n, g n = f n) (hc : c = a) : HasSum g c := by
  have hg : g = f := funext hf
  subst hg
  subst hc
  exact h

/-- The generating function of the photon-number distribution is
`(1 - b) / (1 - b * z)` whenever `|b * z| < 1`. -/
theorem generating_function {b z : ℝ} (h : |b * z| < 1) :
    HasSum (fun n : ℕ => leakProb b n * z ^ n) ((1 - b) / (1 - b * z)) := by
  have hz : ‖b * z‖ < 1 := by
    rw [Real.norm_eq_abs]
    exact h
  convert (hasSum_geometric_of_norm_lt_one hz).mul_left (1 - b) using 1
  funext n
  rw [leakProb_eq, mul_pow]
  ring

end

end PhotonCycling
```

Messages:

```
Main.lean:52:2: error: Tactic `apply` failed: could not unify the conclusion of `@funext`
  ?f = ?g
with the goal
  Real.instAddCommMonoid =
    CommRing.toNonUnitalCommRing.toNonUnitalNonAssocCommRing.toNonUnitalNonAssocSemiring.toAddCommMonoid

Note: The full type of `@funext` is
  ∀ {α : Sort ?u.56} {β : α → Sort ?u.55} {f g : (x : α) → β x}, (∀ (x : α), f x = g x) → f = g

case e'_3
b z : ℝ
h : |b * z| < 1
hz : ‖b * z‖ < 1
⊢ Real.instAddCommMonoid =
    CommRing.toNonUnitalCommRing.toNonUnitalNonAssocCommRing.toNonUnitalNonAssocSemiring.toAddCommMonoid
```

Cause. The message says that `funext` was applied to a goal that is not an equality of functions. `HasSum` depends on an additive structure on the reals as well as on the terms and the sum. The stated series uses `Real.instAddCommMonoid`, while the geometric series, after `mul_left`, carries the structure derived from a commutative ring. `convert ... using 1` left the equality of these two structures as a goal, and `funext n`, meant for the terms of the series, met that goal instead.

The repair passes the geometric series to the file's own lemma `hasSum_of_eq`. Lean now has to accept the two structures as the same by definition when it checks that argument, which it does, so no goal about them arises. Two goals remain. The first, equality of the terms for each `n`, is proved by the old `rw` and `ring` steps. The second, equality of the sums, only turns a quotient into a product with an inverse, which is `div_eq_mul_inv`.

This version goes through:

```diff
@@ -49,8 +49,9 @@
     rw [Real.norm_eq_abs]
     exact h
-  convert (hasSum_geometric_of_norm_lt_one hz).mul_left (1 - b) using 1
-  funext n
-  rw [leakProb_eq, mul_pow]
-  ring
+  refine hasSum_of_eq
+    ((hasSum_geometric_of_norm_lt_one hz).mul_left (1 - b)) (fun n => ?_) ?_
+  · rw [leakProb_eq, mul_pow]
+    ring
+  · exact div_eq_mul_inv _ _
 
 end
```
